# Orthonormal eigenstates that continue differentiably out of a degenerate level diagonalise dH/dt within their span

When an eigensolver returns an orthonormal basis of a whole degenerate level, the energy slopes of the level along a displacement can be found by building the matrix of dH/dt in those states and diagonalising it. The expectation values in the returned states are not enough in general, because the solver may return any orthonormal basis of the level.

Let H(t) be a Hamiltonian depending on one real parameter t, with eigenstates ψ_i(t) and energies E_i(t). A prime denotes the derivative at a fixed point t₀, where all the E_i coincide. If t is a nuclear coordinate, −E_i' is the force along that single coordinate in state i, for a Hamiltonian that acts on a fixed state space and includes the nuclear repulsion.

The space `V` is a complex inner product space of any dimension, and `ι` labels the states ψ_i. The operators are bounded, which covers matrices in a fixed finite basis but not the unbounded kinetic energy operator. `inner ℂ x y` is ⟨x,y⟩, conjugate-linear in x.

```lean
import Mathlib

open scoped Topology

noncomputable section

namespace DegenerateHellmannFeynman

variable {V : Type*} [NormedAddCommGroup V] [InnerProductSpace ℂ V]
variable {ι κ : Type*} [DecidableEq ι] [Fintype κ]
```

## The multiplet at t₀

The structure below collects the assumptions. H(t₀) is Hermitian, the states are orthonormal at t₀, and H, E_i and ψ_i are differentiable there. The eigenvalue equation H(t)ψ_i(t) = E_i(t)ψ_i(t) holds for all t close enough to t₀, which is the meaning of `∀ᶠ t in 𝓝 t₀`.

Differentiability of the eigenpairs is assumed, not derived. Physically, each state is followed smoothly through the degeneracy, phase included, instead of being relabelled by energy order. The ψ_i(t₀) need not exhaust the eigenspace of H(t₀); "the level" below means their span.

```lean
/-- A family of eigenpairs `E i t`, `ψ i t` of the Hamiltonian `H t` near `t₀`, differentiable
at `t₀`, whose states are orthonormal and whose energies all coincide at `t₀`.
Primed quantities are the derivatives at `t₀`. -/
structure DegenerateMultiplet (H : ℝ → V →L[ℂ] V) (H' : V →L[ℂ] V)
    (E : ι → ℝ → ℝ) (E' : ι → ℝ) (ψ : ι → ℝ → V) (ψ' : ι → V) (t₀ : ℝ) : Prop where
  hermitian : ∀ x y, inner ℂ (H t₀ x) y = inner ℂ x (H t₀ y)
  deriv_H : HasDerivAt H H' t₀
  deriv_E : ∀ i, HasDerivAt (E i) (E' i) t₀
  deriv_ψ : ∀ i, HasDerivAt (ψ i) (ψ' i) t₀
  eigen : ∀ i, ∀ᶠ t in 𝓝 t₀, H t (ψ i t) = (E i t : ℂ) • ψ i t
  orthonormal : Orthonormal ℂ (fun i => ψ i t₀)
  degenerate : ∀ i j, E i t₀ = E j t₀
```

## Differentiating the eigenvalue equation

For a single eigenpair E(t), ψ(t), the left side of the eigenvalue equation is a product of an operator and a vector, both depending on t. Its derivative at t₀ is

(Hψ)' = H'ψ + Hψ'

In Lean this is `clm_apply`, used once the complex-linear operators are regarded as real-linear, since t is real.

```lean
/-- Product rule for a parameter-dependent operator acting on a parameter-dependent state. -/
theorem hasDerivAt_apply {H : ℝ → V →L[ℂ] V} {H' : V →L[ℂ] V} {ψ : ℝ → V} {ψ' : V} {t₀ : ℝ}
    (hH : HasDerivAt H H' t₀) (hψ : HasDerivAt ψ ψ' t₀) :
    HasDerivAt (fun t => H t (ψ t)) (H' (ψ t₀) + H t₀ ψ') t₀ := by
  -- regard the complex-linear operators as real-linear ones
  have h := (ContinuousLinearMap.restrictScalarsL ℂ V V ℝ ℝ).hasFDerivAt.comp_hasDerivAt t₀ hH
  exact h.clm_apply hψ
```

The right side has derivative Eψ' + E'ψ. The two sides agree near t₀, and a derivative is unique, so at t₀

H'ψ + Hψ' = Eψ' + E'ψ

```lean
/-- The eigenvalue equation differentiated once with respect to the parameter. -/
theorem differentiated_eigen {H : ℝ → V →L[ℂ] V} {H' : V →L[ℂ] V} {E : ℝ → ℝ} {E' : ℝ}
    {ψ : ℝ → V} {ψ' : V} {t₀ : ℝ} (hH : HasDerivAt H H' t₀) (hE : HasDerivAt E E' t₀)
    (hψ : HasDerivAt ψ ψ' t₀) (heig : ∀ᶠ t in 𝓝 t₀, H t (ψ t) = (E t : ℂ) • ψ t) :
    H' (ψ t₀) + H t₀ ψ' = (E t₀ : ℂ) • ψ' + (E' : ℂ) • ψ t₀ := by
  have h2 : HasDerivAt (fun t => (E t : ℂ) • ψ t)
      ((E t₀ : ℂ) • ψ' + (E' : ℂ) • ψ t₀) t₀ := hE.ofReal_comp.smul hψ
  exact (hasDerivAt_apply hH hψ).unique (h2.congr_of_eventuallyEq heig)
```

## Projecting on an eigenstate at t₀

Let φ satisfy H(t₀)φ = εφ with ε real. Taking the inner product with φ gives

⟨φ,H'ψ⟩ + ⟨φ,Hψ'⟩ = E⟨φ,ψ'⟩ + E'⟨φ,ψ⟩

Hermiticity lets H act to the left:

⟨φ,Hψ'⟩ = ⟨Hφ,ψ'⟩ = ε⟨φ,ψ'⟩

Hence

⟨φ,H'ψ⟩ = E'⟨φ,ψ⟩ + (E − ε)⟨φ,ψ'⟩

The equation `hs` is the Hermiticity step, and `linear_combination` does the subtraction.

```lean
/-- Matrix element of `H'` between an eigenvector `φ` of `H t₀` with energy `ε` and a
differentiable eigenstate: an energy-slope term plus an energy difference times a coupling. -/
theorem matrix_element {H : ℝ → V →L[ℂ] V} {H' : V →L[ℂ] V} {E : ℝ → ℝ} {E' : ℝ}
    {ψ : ℝ → V} {ψ' : V} {t₀ : ℝ} (hS : ∀ x y, inner ℂ (H t₀ x) y = inner ℂ x (H t₀ y))
    (hH : HasDerivAt H H' t₀) (hE : HasDerivAt E E' t₀) (hψ : HasDerivAt ψ ψ' t₀)
    (heig : ∀ᶠ t in 𝓝 t₀, H t (ψ t) = (E t : ℂ) • ψ t)
    {φ : V} {ε : ℝ} (hφ : H t₀ φ = (ε : ℂ) • φ) :
    inner ℂ φ (H' (ψ t₀)) =
      (E' : ℂ) * inner ℂ φ (ψ t₀) + ((E t₀ : ℂ) - (ε : ℂ)) * inner ℂ φ ψ' := by
  have h := congrArg (fun v => inner ℂ φ v) (differentiated_eigen hH hE hψ heig)
  simp only [inner_add_right, inner_smul_right] at h
  -- let the Hermitian operator act to the left
  have hs : inner ℂ φ (H t₀ ψ') = (ε : ℂ) * inner ℂ φ ψ' := by
    rw [← hS, hφ, inner_smul_left, Complex.conj_ofReal]
  linear_combination h - hs
```

The same identity gives a neighbouring result. If φ is orthogonal to ψ(t₀) and ε ≠ E(t₀), the derivative coupling between the two states is

⟨φ,ψ'⟩ = ⟨φ,H'ψ⟩ / (E − ε)

## The diagonal matrix

Now take φ = ψ_i(t₀) and ψ = ψ_j. Degeneracy makes E_j(t₀) − E_i(t₀) vanish, so the term with the unknown coupling ⟨ψ_i,ψ_j'⟩ drops out, although the coupling itself need not be zero. Orthonormality leaves

⟨ψ_i,H'ψ_j⟩ = E_i' if i = j, and 0 otherwise

The `rw` line makes these substitutions with orthonormality first and degeneracy second, reading the eigenvalue equation for φ at t₀ itself. Only matrix elements within the level are fixed; H'ψ_j may also have components outside it. A single state gives the usual Hellmann-Feynman formula.

```lean
variable {H : ℝ → V →L[ℂ] V} {H' : V →L[ℂ] V} {E : ι → ℝ → ℝ} {E' : ι → ℝ}
  {ψ : ι → ℝ → V} {ψ' : ι → V} {t₀ : ℝ}

/-- Degenerate Hellmann-Feynman theorem: in the states of the differentiable eigenpairs, `H'` has
the energy slopes on the diagonal and zeros elsewhere. -/
theorem hellmann_feynman (h : DegenerateMultiplet H H' E E' ψ ψ' t₀) (i j : ι) :
    inner ℂ (ψ i t₀) (H' (ψ j t₀)) = if i = j then (E' i : ℂ) else 0 := by
  have ho : inner ℂ (ψ i t₀) (ψ j t₀) = if i = j then (1 : ℂ) else 0 :=
    orthonormal_iff_ite.mp h.orthonormal i j
  rw [matrix_element h.hermitian h.deriv_H (h.deriv_E j) (h.deriv_ψ j) (h.eigen j)
    (h.eigen i).self_of_nhds, ho, h.degenerate i j, sub_self, zero_mul, add_zero]
  split_ifs with hij
  · rw [hij, mul_one]
  · rw [mul_zero]
```

In a code whose basis functions are orthonormal and do not change with t, let the columns of Φ be the orthonormal vectors returned for the level, and form

W = Φ†H'Φ

If those vectors span the same space as the ψ_i(t₀), then W is a unitary transform of the diagonal matrix above, so a Hermitian eigensolver applied to W returns the slopes E_i'. When the slopes are all different, the eigenvectors of W also give the ψ_i(t₀), up to phases, as combinations of the columns of Φ.

## Diagonal elements in other states

From here on the number of states is finite. Any φ in the level can be written as φ = Σ_i c_i ψ_i(t₀) with c_i = ⟨ψ_i,φ⟩. Then

⟨φ,H'φ⟩ = Σ_i Σ_j c_i* c_j ⟨ψ_i,H'ψ_j⟩ = Σ_i |c_i|² E_i'

For normalised φ this is a weighted average of the slopes. The proof expands φ in the same way, and `simp only` removes the off-diagonal terms of the double sum.

```lean
variable [Fintype ι]

/-- For any state `φ` in the degenerate level, the diagonal element of `H'` is the sum of the
energy slopes weighted by the squared overlaps of `φ` with the states `ψ i t₀`. -/
theorem diagonal_element (h : DegenerateMultiplet H H' E E' ψ ψ' t₀) {φ : V}
    (hφ : φ ∈ Submodule.span ℂ (Set.range fun i => ψ i t₀)) :
    inner ℂ φ (H' φ) = ((∑ i, ‖inner ℂ (ψ i t₀) φ‖ ^ 2 * E' i : ℝ) : ℂ) := by
  obtain ⟨c, rfl⟩ := (Submodule.mem_span_range_iff_exists_fun ℂ).mp hφ
  have hc : ∀ i, inner ℂ (ψ i t₀) (∑ j, c j • ψ j t₀) = c i :=
    fun i => h.orthonormal.inner_right_fintype c i
  simp only [hc]
  push_cast
  rw [map_sum, sum_inner]
  refine Finset.sum_congr rfl fun i _ => ?_
  rw [inner_smul_left, inner_sum]
  -- only the diagonal term of the double sum survives
  simp only [map_smul, inner_smul_right, hellmann_feynman h, mul_ite, mul_zero,
    Finset.sum_ite_eq, Finset.mem_univ, if_true]
  rw [← mul_assoc, Complex.conj_mul']
```

## The sum over a basis

Let φ_k be a finite orthonormal family, labelled by `κ`, and let x = Σ_k d_k φ_k. Expanding the norm gives

‖x‖² = Σ_k Σ_l d_k* d_l ⟨φ_k,φ_l⟩ = Σ_k |d_k|²

The lemma writes the coefficients as ⟨x,φ_k⟩ = d_k*, which have the same moduli.

```lean
/-- Parseval's identity for a vector in the span of a finite orthonormal family. -/
theorem parseval {φ : κ → V} (hφ : Orthonormal ℂ φ) {x : V}
    (hx : x ∈ Submodule.span ℂ (Set.range φ)) : ∑ k, ‖inner ℂ x (φ k)‖ ^ 2 = ‖x‖ ^ 2 := by
  obtain ⟨c, rfl⟩ := (Submodule.mem_span_range_iff_exists_fun ℂ).mp hx
  have h := hφ.inner_sum c c Finset.univ
  simp only [Complex.conj_mul'] at h
  have h' : ((‖∑ k, c k • φ k‖ : ℝ) : ℂ) ^ 2 = ∑ k, ((‖c k‖ : ℝ) : ℂ) ^ 2 :=
    (inner_self_eq_norm_sq_to_K _).symm.trans h
  simp only [hφ.inner_left_fintype, RCLike.norm_conj]
  exact_mod_cast h'.symm
```

If the φ_k span the level, the last two results combine. Exchanging the sums gives

Σ_k ⟨φ_k,H'φ_k⟩ = Σ_i E_i' Σ_k |⟨ψ_i,φ_k⟩|² = Σ_i E_i' ‖ψ_i‖² = Σ_i E_i'

The hypothesis `hspan` says that the two families have the same span. It is used in both directions: each φ_k is expanded in the ψ_i, and each ψ_i in the φ_k. `Finset.sum_comm` exchanges the sums.

```lean
/-- Trace rule: in every orthonormal basis of the degenerate level, the diagonal elements of `H'`
add up to the sum of the energy slopes. -/
theorem trace_rule (h : DegenerateMultiplet H H' E E' ψ ψ' t₀) {φ : κ → V}
    (hφ : Orthonormal ℂ φ)
    (hspan : Submodule.span ℂ (Set.range φ) = Submodule.span ℂ (Set.range fun i => ψ i t₀)) :
    ∑ k, inner ℂ (φ k) (H' (φ k)) = ((∑ i, E' i : ℝ) : ℂ) := by
  have hk : ∀ k, φ k ∈ Submodule.span ℂ (Set.range fun i => ψ i t₀) := fun k => by
    rw [← hspan]
    exact Submodule.subset_span ⟨k, rfl⟩
  rw [Finset.sum_congr rfl fun k _ => diagonal_element h (hk k), ← Complex.ofReal_sum,
    Finset.sum_comm]
  congr 1
  refine Finset.sum_congr rfl fun i _ => ?_
  -- the weights of each slope add up to one
  have hi : ψ i t₀ ∈ Submodule.span ℂ (Set.range φ) := by
    rw [hspan]
    exact Submodule.subset_span ⟨i, rfl⟩
  have hn : ‖ψ i t₀‖ = 1 := h.orthonormal.1 i
  rw [← Finset.sum_mul, parseval hφ hi, hn, one_pow, one_mul]
```

## Two crossing levels

The Hamiltonian tσ_z of a two-level system has energies t and −t, which cross at t = 0. Here σ_z changes the sign of the second amplitude.

```lean
/-- The Pauli operator `σ_z` on the state space of a two-level system. -/
def pauliZ : EuclideanSpace ℂ (Fin 2) →L[ℂ] EuclideanSpace ℂ (Fin 2) :=
  LinearMap.toContinuousLinearMap
    { toFun := fun x => !₂[x 0, -x 1]
      map_add' := by
        intro x y
        ext i
        fin_cases i <;> simp [add_comm]
      map_smul' := by
        intro c x
        ext i
        fin_cases i <;> simp }
```

The basis states do not depend on t, so their derivatives are zero. The slopes are 1 and −1, and H' = σ_z. Every assumption of the structure is met at t₀ = 0.

```lean
/-- The two-level Hamiltonian `t σ_z`, with energies `t` and `-t` and the two basis states, is a
degenerate multiplet at `t = 0`. -/
theorem pauliZ_witness :
    DegenerateMultiplet (fun t : ℝ => (t : ℂ) • pauliZ) pauliZ
      (fun (i : Fin 2) t => (![1, -1] : Fin 2 → ℝ) i * t) ![1, -1]
      (fun i _ => EuclideanSpace.single i (1 : ℂ)) (fun _ => 0) 0 where
  hermitian := by
    intro x y
    simp
  deriv_H := by
    have h : HasDerivAt (fun t : ℝ => (t : ℂ)) ((1 : ℝ) : ℂ) 0 :=
      (hasDerivAt_id (0 : ℝ)).ofReal_comp
    exact (h.smul_const pauliZ).congr_deriv (by simp)
  deriv_E := fun i => ((hasDerivAt_id (0 : ℝ)).const_mul _).congr_deriv (mul_one _)
  deriv_ψ := fun i => hasDerivAt_const _ _
  eigen := by
    intro i
    refine Filter.Eventually.of_forall fun t => ?_
    ext k
    fin_cases i <;> fin_cases k <;> simp [pauliZ]
  orthonormal := by
    rw [orthonormal_iff_ite]
    intro i j
    fin_cases i <;> fin_cases j <;> simp [EuclideanSpace.inner_single_left]
  degenerate := by
    intro i j
    simp
```

At the crossing H = 0, so the normalised superposition (3/5, 4/5) is as good an eigenstate as either basis state. Its diagonal element is

(3/5)² − (4/5)² = 9/25 − 16/25 = −7/25

This is neither slope. By the trace rule, a normalised state orthogonal to it has diagonal element 7/25, and the two add up to 1 + (−1) = 0.

```lean
/-- The superposition with amplitudes `3/5` and `4/5` is normalised, and its diagonal element of
`σ_z` is `-7/25`. -/
theorem superposition_diagonal :
    inner ℂ (!₂[3 / 5, 4 / 5] : EuclideanSpace ℂ (Fin 2)) !₂[3 / 5, 4 / 5] = 1 ∧
    inner ℂ (!₂[3 / 5, 4 / 5] : EuclideanSpace ℂ (Fin 2)) (pauliZ !₂[3 / 5, 4 / 5])
      = -7 / 25 := by
  have hi : ∀ a b c d : ℂ, inner ℂ (!₂[a, b] : EuclideanSpace ℂ (Fin 2)) !₂[c, d]
      = c * starRingEnd ℂ a + d * starRingEnd ℂ b := by
    intro a b c d
    simp [PiLp.inner_apply, Fin.sum_univ_two]
  -- the amplitudes are real
  have h3 : starRingEnd ℂ (3 / 5) = 3 / 5 := by
    have h := Complex.conj_ofReal (3 / 5)
    push_cast at h
    exact h
  have h4 : starRingEnd ℂ (4 / 5) = 4 / 5 := by
    have h := Complex.conj_ofReal (4 / 5)
    push_cast at h
    exact h
  have hz : pauliZ !₂[3 / 5, 4 / 5] = !₂[3 / 5, -(4 / 5)] := by
    ext i
    fin_cases i <;> simp [pauliZ]
  constructor
  · rw [hi, h3, h4]
    norm_num
  · rw [hz, hi, h3, h4]
    norm_num

end DegenerateHellmannFeynman
```

```lean
#print axioms DegenerateHellmannFeynman.differentiated_eigen
#print axioms DegenerateHellmannFeynman.trace_rule
#print axioms DegenerateHellmannFeynman.superposition_diagonal
```

```
'DegenerateHellmannFeynman.differentiated_eigen' depends on axioms: [propext, Classical.choice, Quot.sound]
'DegenerateHellmannFeynman.trace_rule' depends on axioms: [propext, Classical.choice, Quot.sound]
'DegenerateHellmannFeynman.superposition_diagonal' depends on axioms: [propext, Classical.choice, Quot.sound]
```
